# Filling outer hydrogenic s shells lowers the reduced density gradient at the nucleus

An electron density with a nuclear cusp has no gradient at the nucleus itself, so the gradient length there needs a definition. We take the absolute radial slope at r = 0, which is the limit of |∇ρ| as the nucleus is approached. The density ρ is built from explicit hydrogenic orbitals, so its nuclear value and slope are computed and not postulated.

Fill the shells 1s to Ns with two electrons each, around a nucleus of charge Z > 0, with N ≥ 1. The reduced gradient s = |∇ρ| / (2(3π²)^(1/3) ρ^(4/3)) at the nucleus is then independent of Z, falls strictly with each added shell, and stays above (15π/2)^(−1/3). For non-interacting electrons in s shells, this bears on semilocal functionals such as TPSS, whose exchange part is tuned to cancel a divergence of the exchange potential at the nucleus for a 1s density: outer shells move s away from the value used for the tuning.

## The nuclear charge cancels

In atomic units the ns orbital is

ψₙ(r) = √(Z³/(πn³)) · exp(−Zr/n) · Lₙ(2Zr/n),

where Lₙ is the associated Laguerre polynomial divided by n:

Lₙ(x) = Σ_{k=0}^{n−1} (−1)^k C(n, k+1) / (n k!) · x^k.

Its constant term gives Lₙ(0) = C(n,1)/n = 1. Its linear term gives Lₙ′(0) = −C(n,2)/n = −(n−1)/2, which is also right for n = 1, where there is no linear term. By the product and chain rules,

ψₙ′(0) = ψₙ(0) · [−Z/n − (2Z/n)(n−1)/2] = −Z ψₙ(0).

Every s shell therefore has the same logarithmic slope at the nucleus. With ρ = 2 Σ_{n=1}^N ψₙ² and the shell sum S_N = Σ_{j=1}^N 1/j³,

ρ(0) = 2 Σ_{n=1}^N Z³/(πn³) = (2Z³/π) S_N,

ρ′(0) = 4 Σ_{n=1}^N ψₙ(0) ψₙ′(0) = −2Z ρ(0).

The gradient length is thus 2Zρ(0), and the reduced gradient is

s = 2Zρ(0) / (2(3π²)^(1/3) ρ(0)^(4/3)) = Z / (3π²ρ(0))^(1/3).

Cubing and inserting ρ(0) removes the charge:

s³ = Z³/(3π²ρ(0)) = 1/(6πS_N), so s = (6πS_N)^(−1/3).

Each new shell adds a positive term to S_N, so s decreases. For the lower bound, compare each term with j ≥ 2 with a telescoping difference:

1/j³ < 1/((j−1)j(j+1)) = 1/(2(j−1)j) − 1/(2j(j+1)).

Summing from j = 2 to N and adding the first term, 1, gives

S_N ≤ 5/4 − 1/(2N(N+1)) < 5/4,

with equality in the first step at N = 1. Hence s > (6π · 5/4)^(−1/3) = (15π/2)^(−1/3). Numerically, s is about 0.376 for 1s alone and 0.361 with 2s added, while the bound is about 0.349. The bound is not the limit for many shells: S_N tends to about 1.202, so s tends to about 0.353.

## Orbitals, density and reduced gradient as Lean functions

The first definitions transcribe Lₙ and ψₙ. The shell index is a natural number `n`, and the charge `Z` and the distance `r` are real numbers.

```lean
import Mathlib

open scoped Real

namespace TPSSNuclearCusp

noncomputable section

/-- Coefficient of `x ^ k` in the Laguerre factor of the `n`s orbital, for `n ≥ 1`. -/
def sCoeff (n k : ℕ) : ℝ :=
  (-1) ^ k * (n.choose (k + 1) : ℝ) / (n * (k.factorial : ℝ))

/-- Associated Laguerre polynomial of the `n`s orbital, divided by `n`, for `n ≥ 1`. -/
def sLaguerre (n : ℕ) (x : ℝ) : ℝ := ∑ k ∈ Finset.range n, sCoeff n k * x ^ k

/-- Hydrogenic `n`s orbital at distance `r` from a nucleus of charge `Z > 0`, for `n ≥ 1`,
in atomic units. -/
def sOrbital (Z : ℝ) (n : ℕ) (r : ℝ) : ℝ :=
  √(Z ^ 3 / (π * n ^ 3)) * Real.exp (-Z / n * r) * sLaguerre n (2 * Z / n * r)
```

The orbital formula is used for all real `r`, including negative values. It is smooth there, so its ordinary derivative at 0 equals the physical slope from the right. The file takes the formula as its definition of the orbital; it does not derive it from the Schrödinger equation or prove normalisation.

```lean
/-- Electron density of the doubly filled hydrogenic shells 1s to `N`s, for `Z > 0`. -/
def density (Z : ℝ) (N : ℕ) (r : ℝ) : ℝ := 2 * ∑ n ∈ Finset.Icc 1 N, sOrbital Z n r ^ 2
```

The factor 2 is the double filling of each shell. All shells see the same bare charge, without screening or electron repulsion, and no p, d or f shells are included.

```lean
/-- The shell sum `1 + 1/2³ + ... + 1/N³`. -/
def shellSum (N : ℕ) : ℝ := ∑ j ∈ Finset.Icc 1 N, 1 / (j : ℝ) ^ 3

/-- Reduced density gradient for density `n > 0` and gradient length `g`. -/
def reducedGradient (n g : ℝ) : ℝ :=
  g / (2 * (3 * π ^ 2) ^ (1 / 3 : ℝ) * n ^ (4 / 3 : ℝ))
```

In `reducedGradient` the argument `n` is a density value, written ρ above, and `g` is a gradient length. The next definition evaluates this quotient at the nucleus, with the absolute derivative of `density` as gradient length.

```lean
/-- Reduced gradient at the nucleus, from the density and its radial slope at `r = 0`,
for `Z > 0` and `N ≥ 1`. -/
def nuclearS (Z : ℝ) (N : ℕ) : ℝ :=
  reducedGradient (density Z N 0) |deriv (density Z N) 0|
```

## Every s shell has the same cusp

`HasDerivAt f a x` says that f is differentiable at x with derivative a. The first lemma gives the value and slope of Lₙ at the origin. In both halves `Finset.sum_eq_single` selects the one surviving term of the polynomial, the constant term for the value and the linear term for the slope. The last case of the slope is n = 1, where the linear term is missing and the slope is zero.

```lean
/-- For `n ≥ 1` the Laguerre factor of the `n`s orbital has value `1` and slope `-(n-1)/2`
at the origin. -/
theorem sLaguerre_origin {n : ℕ} (hn : 1 ≤ n) :
    sLaguerre n 0 = 1 ∧ HasDerivAt (sLaguerre n) (-((n : ℝ) - 1) / 2) 0 := by
  have h : (n : ℝ) ≠ 0 := Nat.cast_ne_zero.mpr (by omega)
  constructor
  · -- only the constant term survives
    rw [sLaguerre, Finset.sum_eq_single 0]
    · simp [sCoeff, h]
    · intro k _ hk
      simp [hk]
    · intro h0
      exact absurd (Finset.mem_range.mpr (by omega)) h0
  · have hs : HasDerivAt (fun x : ℝ => ∑ k ∈ Finset.range n, sCoeff n k * x ^ k)
        (∑ k ∈ Finset.range n, sCoeff n k * ((k : ℝ) * 0 ^ (k - 1))) 0 :=
      HasDerivAt.fun_sum fun k _ => (hasDerivAt_pow k (0 : ℝ)).const_mul (sCoeff n k)
    refine HasDerivAt.congr_deriv hs ?_
    -- only the linear term contributes to the slope
    rw [Finset.sum_eq_single 1]
    · simp only [sCoeff, Nat.reduceAdd, Nat.cast_choose_two, pow_one, Nat.factorial_one,
        Nat.cast_one, mul_one, Nat.sub_self, pow_zero]
      linear_combination (-((n : ℝ) - 1) / 2) * mul_inv_cancel₀ h
    · intro k _ hk
      rcases Nat.eq_zero_or_pos k with h0 | h0
      · simp [h0]
      · have h1 : k - 1 ≠ 0 := by omega
        simp [h1]
    · intro h1
      have h2 : n = 1 := by
        rw [Finset.mem_range] at h1
        omega
      simp [sCoeff, h2]
```

The orbital cusp condition follows by the chain rule for the Laguerre factor (`hp`) and the exponential (`he`), then the product rule. The closing `linear_combination` adds the two contributions −Z/n and −Z(n−1)/n.

```lean
/-- Cusp condition: for `n ≥ 1` the `n`s orbital has radial slope `-Z` times its value
at the nucleus. -/
theorem sOrbital_cusp (Z : ℝ) {n : ℕ} (hn : 1 ≤ n) :
    HasDerivAt (sOrbital Z n) (-Z * sOrbital Z n 0) 0 := by
  have h : (n : ℝ) ≠ 0 := Nat.cast_ne_zero.mpr (by omega)
  have hL : HasDerivAt (sLaguerre n) (-((n : ℝ) - 1) / 2) (2 * Z / n * 0) := by
    rw [mul_zero]
    exact (sLaguerre_origin hn).2
  have hp : HasDerivAt (fun r : ℝ => sLaguerre n (2 * Z / n * r))
      (-((n : ℝ) - 1) / 2 * (2 * Z / n * 1)) 0 :=
    hL.comp (0 : ℝ) ((hasDerivAt_id' (0 : ℝ)).const_mul (2 * Z / n))
  have he : HasDerivAt (fun r : ℝ => Real.exp (-Z / n * r))
      (Real.exp (-Z / n * 0) * (-Z / n * 1)) 0 :=
    ((hasDerivAt_id' (0 : ℝ)).const_mul (-Z / n)).exp
  refine HasDerivAt.congr_deriv ((he.const_mul √(Z ^ 3 / (π * n ^ 3))).fun_mul hp) ?_
  simp only [sOrbital, mul_zero, Real.exp_zero, (sLaguerre_origin hn).1, mul_one, one_mul]
  linear_combination (-(√(Z ^ 3 / (π * n ^ 3)) * Z)) * mul_inv_cancel₀ h
```

At the nucleus the exponential and the Laguerre factor are both 1, so the squared orbital is the squared prefactor. Here Z > 0 makes the radicand nonnegative, and the square undoes the root.

```lean
/-- For `Z > 0` the density at the nucleus is `2 Z³ / π` times the shell sum. -/
theorem density_nucleus {Z : ℝ} (hZ : 0 < Z) (N : ℕ) :
    density Z N 0 = 2 * Z ^ 3 / π * shellSum N := by
  rw [density, shellSum, Finset.mul_sum, Finset.mul_sum]
  refine Finset.sum_congr rfl fun n hn => ?_
  have h : sOrbital Z n 0 ^ 2 = Z ^ 3 / (π * n ^ 3) := by
    simp only [sOrbital, mul_zero, Real.exp_zero,
      (sLaguerre_origin (Finset.mem_Icc.mp hn).1).1, mul_one]
    exact Real.sq_sqrt (by positivity)
  rw [h]
  ring
```

Differentiating ψₙ² gives −2Zψₙ(0)² for each shell, and summing gives the slope of the density.

```lean
/-- The radial slope of the density at the nucleus is `-2 Z` times the density there. -/
theorem density_cusp (Z : ℝ) (N : ℕ) :
    HasDerivAt (density Z N) (-2 * Z * density Z N 0) 0 := by
  have hs : ∀ n ∈ Finset.Icc 1 N, HasDerivAt (fun r => sOrbital Z n r ^ 2)
      (-2 * Z * sOrbital Z n 0 ^ 2) 0 := by
    intro n hn
    refine ((sOrbital_cusp Z (Finset.mem_Icc.mp hn).1).fun_pow 2).congr_deriv ?_
    simp only [Nat.cast_ofNat, Nat.reduceSub, pow_one]
    ring
  refine HasDerivAt.congr_deriv ((HasDerivAt.fun_sum hs).const_mul (2 : ℝ)) ?_
  rw [density, ← Finset.mul_sum]
  ring
```

## The shell sum stays below 5/4

Strict growth comes from the positive term added at each step. The inequality `key` is the telescoping comparison with x = j − 1. The induction `hb` sums it to the bound for `n + 1` shells, starting from the equality at one shell. The final step uses that S_N is smaller than S_{N+1}, which is already bounded.

```lean
/-- The shell sum grows strictly with the number of shells and stays below `5/4`. -/
theorem shellSum_bounds : StrictMono shellSum ∧ ∀ N, shellSum N < 5 / 4 := by
  have hsucc : ∀ n : ℕ, shellSum (n + 1) = shellSum n + 1 / ((n + 1 : ℕ) : ℝ) ^ 3 :=
    fun n => Finset.sum_Icc_succ_top (by omega) _
  have hmono : StrictMono shellSum := strictMono_nat_of_lt_succ fun n => by
    have h : 0 < 1 / ((n + 1 : ℕ) : ℝ) ^ 3 := by positivity
    rw [hsucc]
    linarith
  -- each further term is dominated by a telescoping difference
  have key : ∀ x : ℝ, 0 < x →
      1 / (x + 1) ^ 3 ≤ 1 / (2 * x * (x + 1)) - 1 / (2 * (x + 1) * (x + 1 + 1)) := by
    intro x hx
    have h1 : 1 / (2 * x * (x + 1)) - 1 / (2 * (x + 1) * (x + 1 + 1))
        = 1 / (x * (x + 1) * (x + 1 + 1)) := by
      rw [div_sub_div _ _ (by positivity) (by positivity),
        div_eq_div_iff (by positivity) (by positivity)]
      ring
    rw [h1]
    exact one_div_le_one_div_of_le (by positivity) (by nlinarith)
  have hb : ∀ n : ℕ,
      shellSum (n + 1) ≤ 5 / 4 - 1 / (2 * ((n : ℝ) + 1) * ((n : ℝ) + 1 + 1)) := by
    intro n
    induction n with
    | zero => norm_num [shellSum]
    | succ n ih =>
      have h := key ((n : ℝ) + 1) (by positivity)
      rw [hsucc]
      push_cast
      linarith
  refine ⟨hmono, fun N => ?_⟩
  have h1 := hmono (Nat.lt_succ_self N)
  have h2 : 0 < 1 / (2 * ((N : ℝ) + 1) * ((N : ℝ) + 1 + 1)) := by positivity
  linarith [hb N]
```

## Closed form, monotonicity and lower bound

The closed form is proved through cubes, as in the derivation. `hd` turns the absolute slope into 2Zρ(0), `hk` and `hq` cube the fractional powers, and `hc` is the identity s³ · 6πS_N = 1, where Z has cancelled. Since both sides of the claimed formula are positive, equal cubes imply equal numbers.

```lean
/-- For `Z > 0` and `N ≥ 1` the shell sum `S` is positive, and the reduced gradient at the nucleus
is positive and equals `(6 π S) ^ (-1/3)`. -/
theorem nuclearS_closed_form {Z : ℝ} (hZ : 0 < Z) {N : ℕ} (hN : 1 ≤ N) :
    0 < shellSum N ∧ 0 < nuclearS Z N ∧
      nuclearS Z N = (6 * π * shellSum N) ^ (-(1 / 3) : ℝ) := by
  have hH : 0 < shellSum N := by
    have h := shellSum_bounds.1 (show 0 < N by omega)
    simpa [shellSum] using h
  have hn : 0 < density Z N 0 := by
    rw [density_nucleus hZ]
    positivity
  have hd : |deriv (density Z N) 0| = 2 * Z * density Z N 0 := by
    rw [(density_cusp Z N).deriv,
      show -2 * Z * density Z N 0 = -(2 * Z * density Z N 0) by ring, abs_neg,
      abs_of_pos (by positivity)]
  have hs : nuclearS Z N = 2 * Z * density Z N 0 /
      (2 * (3 * π ^ 2) ^ (1 / 3 : ℝ) * density Z N 0 ^ (4 / 3 : ℝ)) := by
    rw [nuclearS, reducedGradient, hd]
  have hpos : 0 < nuclearS Z N := by
    rw [hs]
    positivity
  have hk : ((3 * π ^ 2) ^ (1 / 3 : ℝ)) ^ 3 = 3 * π ^ 2 := by
    rw [← Real.rpow_natCast ((3 * π ^ 2) ^ (1 / 3 : ℝ)) 3, ← Real.rpow_mul (by positivity)]
    norm_num
  have hq : (density Z N 0 ^ (4 / 3 : ℝ)) ^ 3 = density Z N 0 ^ 4 := by
    rw [← Real.rpow_natCast (density Z N 0 ^ (4 / 3 : ℝ)) 3, ← Real.rpow_mul hn.le,
      ← Real.rpow_natCast (density Z N 0) 4]
    congr 1
    norm_num
  have hdens : density Z N 0 * π = 2 * Z ^ 3 * shellSum N := by
    rw [density_nucleus hZ]
    linear_combination (2 * Z ^ 3 * shellSum N) * mul_inv_cancel₀ Real.pi_ne_zero
  -- the nuclear charge cancels in the cube
  have hc : nuclearS Z N ^ 3 * (6 * π * shellSum N) = 1 := by
    rw [hs, div_pow, mul_pow (2 * (3 * π ^ 2) ^ (1 / 3 : ℝ)),
      mul_pow 2 ((3 * π ^ 2) ^ (1 / 3 : ℝ)), hk, hq, div_mul_eq_mul_div,
      div_eq_one_iff_eq (by positivity)]
    linear_combination (-24 * π * density Z N 0 ^ 3) * hdens
  have hx : 0 < 6 * π * shellSum N := by positivity
  have ht : ((6 * π * shellSum N) ^ (-(1 / 3) : ℝ)) ^ 3 = (6 * π * shellSum N)⁻¹ := by
    rw [← Real.rpow_natCast ((6 * π * shellSum N) ^ (-(1 / 3) : ℝ)) 3,
      ← Real.rpow_mul hx.le, ← Real.rpow_neg_one (6 * π * shellSum N)]
    congr 1
    norm_num
  refine ⟨hH, hpos, (pow_left_inj₀ hpos.le (by positivity) (by norm_num : 3 ≠ 0)).mp ?_⟩
  rw [ht]
  exact eq_inv_of_mul_eq_one_left hc
```

The main theorem has three parts. Any two positive charges give the same s for the same N; any larger number of shells M > N gives a strictly smaller s; and s exceeds (15π/2)^(−1/3). The first part compares two instances of the closed form. The other two use `Real.rpow_lt_rpow_of_neg`: a negative power reverses the order of positive numbers, so the growth of the shell sum and its bound 5/4 become statements about s.

```lean
/-- For `Z > 0` and `N ≥ 1` filled s shells, the reduced gradient at the nucleus is the same
for all positive charges, drops strictly when shells are added, and exceeds
`(15 π / 2) ^ (-1/3)`. -/
theorem nuclearS_main {Z : ℝ} (hZ : 0 < Z) {N : ℕ} (hN : 1 ≤ N) :
    (∀ Z' : ℝ, 0 < Z' → nuclearS Z' N = nuclearS Z N) ∧
    (∀ M : ℕ, N < M → nuclearS Z M < nuclearS Z N) ∧
    (15 * π / 2) ^ (-(1 / 3) : ℝ) < nuclearS Z N := by
  obtain ⟨hH, -, hs⟩ := nuclearS_closed_form hZ hN
  have hx : 0 < 6 * π * shellSum N := by positivity
  refine ⟨fun Z' hZ' => ?_, fun M hM => ?_, ?_⟩
  · rw [(nuclearS_closed_form hZ' hN).2.2, hs]
  · rw [(nuclearS_closed_form hZ (hN.trans hM.le)).2.2, hs]
    exact Real.rpow_lt_rpow_of_neg hx
      (mul_lt_mul_of_pos_left (shellSum_bounds.1 hM) (by positivity)) (by norm_num)
  · rw [hs]
    refine Real.rpow_lt_rpow_of_neg hx ?_ (by norm_num)
    nlinarith [mul_pos Real.pi_pos (sub_pos.mpr (shellSum_bounds.2 N))]
```

## When a cancellation tuned to 1s is lost

For one shell the sum is 1, which gives the value that belongs to 1s alone.

```lean
/-- For `Z > 0` the filled 1s shell alone gives the reduced gradient `(6 π) ^ (-1/3)`
at the nucleus. -/
theorem nuclearS_one {Z : ℝ} (hZ : 0 < Z) : nuclearS Z 1 = (6 * π) ^ (-(1 / 3) : ℝ) := by
  have h : shellSum 1 = 1 := by simp [shellSum]
  rw [(nuclearS_closed_form hZ le_rfl).2.2, h, mul_one]
```

The last theorem expresses the tuning by a function `G` of the reduced gradient, standing for the quantity that is to cancel at the nucleus. The hypothesis `h1s` says that it cancels at the 1s value. The hypothesis `hG` says that `G` is one-to-one on the closed window from (15π/2)^(−1/3) to (6π)^(−1/3). The conclusion is that `G` is nonzero at the nucleus as soon as two or more shells are filled. The TPSS enhancement factor does not appear in the file, and it depends on the kinetic-energy density as well as on s. Applying the theorem to that functional therefore requires showing that the relevant quantity at the nucleus is the same function of s alone for the fillings compared, and then checking `h1s` and `hG` for it.

The proof places s for N ≥ 2 inside the window and strictly below its upper end. If `G` vanished there, it would take the value zero at two different points of the window, against injectivity.

```lean
/-- Let a function `G` of the reduced gradient be one-to-one on the closed interval from
`(15 π / 2) ^ (-1/3)` to `(6 π) ^ (-1/3)` and vanish at the upper end, the 1s value. For `Z > 0` and
shells 1s to `N`s filled with `N ≥ 2`, `G` is nonzero at the reduced gradient at the nucleus. -/
theorem cusp_detuned {Z : ℝ} (hZ : 0 < Z) {N : ℕ} (hN : 2 ≤ N) (G : ℝ → ℝ)
    (hG : Set.InjOn G (Set.Icc ((15 * π / 2) ^ (-(1 / 3) : ℝ)) ((6 * π) ^ (-(1 / 3) : ℝ))))
    (h1s : G ((6 * π) ^ (-(1 / 3) : ℝ)) = 0) :
    G (nuclearS Z N) ≠ 0 := by
  have hlow := (nuclearS_main hZ (show 1 ≤ N by omega)).2.2
  have hup := (nuclearS_main hZ le_rfl).2.1 N (by omega)
  rw [nuclearS_one hZ] at hup
  intro h0
  -- a second zero in the window would contradict injectivity
  exact hup.ne (hG ⟨hlow.le, hup.le⟩ ⟨(hlow.trans hup).le, le_rfl⟩ (h0.trans h1s.symm))

end

end TPSSNuclearCusp
```

Without `hG` the conclusion can fail. Write s₁ = (6π)^(−1/3) for the 1s value and s₂ = (27π/4)^(−1/3) for the value with 1s and 2s filled, and take

G(s) = (s − s₁)(s − s₂).

This function vanishes at s₁, as `h1s` demands, but also at s₂, so the cancellation survives the filling of the 2s shell. For a given filling, the conclusion says just that `G` has no zero at the reduced gradient of that filling; injectivity on the window, together with `h1s`, is a stronger condition that excludes such a zero for every N ≥ 2 at once.

```lean
#print axioms TPSSNuclearCusp.density_nucleus
#print axioms TPSSNuclearCusp.cusp_detuned
```

```
'TPSSNuclearCusp.density_nucleus' depends on axioms: [propext, Classical.choice, Quot.sound]
'TPSSNuclearCusp.cusp_detuned' depends on axioms: [propext, Classical.choice, Quot.sound]
```
